# In finite dimension, a Hermitian perturbation of rank r changes the number of levels at or below any energy, counted with multiplicity, by at most r

Take one electron, its spin ignored, on two sites with one orbital each, hopping amplitude $-1$ and both on-site energies zero. The levels are $-1$ and $1$, so two levels lie at or below $E=1$. Now put an impurity potential $u>0$ on site 1. The levels become the roots of $\lambda^2-u\lambda-1=0$,

$$\lambda_\pm=\tfrac12\left(u\pm\sqrt{u^2+4}\right).$$

For $u=3$ they are about $-0.303$ and $3.303$, and the count at $E=1$ has dropped from two to one. At $E=0$ it is one both before and after.

A stronger impurity does no more. As $u\to\infty$ the upper level goes to infinity, but the lower one only rises towards $0$. The state localised on site 2 shows why: the impurity does not act on it, so its mean energy stays at $0$, and some level must lie at or below that value. The impurity acts on one dimension of the state space and can remove only one level from the count.

## The bound and its derivation

How many levels can an impurity push across a given energy? Let $H_0$ and $V$ be Hermitian on a complex space of finite dimension $n$, let $H=H_0+V$, and let $r$ be the rank of $V$. Write $N_0(E)$ and $N(E)$ for the numbers of eigenvalues of $H_0$ and $H$ at or below $E$, counted with multiplicity. Then

$$|N(E)-N_0(E)|\le r\quad\text{for every real }E,$$

and $N(E)\le N_0(E)$ if $V$ is positive semidefinite, as for a purely repulsive potential.

**Energy in modes.** Let $T$ be Hermitian with orthonormal eigenvectors $\varphi_i$ and levels $\varepsilon_i$, and let $N_T(E)$ be its level count. For a vector $v$ put $c_i=\langle\varphi_i,v\rangle$. Hermiticity gives $\langle\varphi_i,Tv\rangle=\langle T\varphi_i,v\rangle=\varepsilon_i c_i$. Inserting the resolution of the identity into $\langle v,Tv\rangle$ and $\langle v,v\rangle$ yields

$$\langle v,Tv\rangle-E\|v\|^2=\sum_i(\varepsilon_i-E)|c_i|^2 .$$

Let $L_T$ be the span of the modes with $\varepsilon_i\le E$. It has dimension $N_T(E)$. For $v\in L_T$ only terms with $\varepsilon_i\le E$ survive, so $\langle v,Tv\rangle\le E\|v\|^2$. For normalised $v$ this says that the mean energy is at most $E$.

**Trial spaces.** Conversely, let $W$ be any subspace on which $\langle v,Tv\rangle\le E\|v\|^2$, and let $U$ be the span of the modes with $\varepsilon_i>E$. If $v\in W\cap U$, the sum above has no negative terms, yet its total is at most zero. Every term therefore vanishes, which forces $c_i=0$ for the higher modes. The other $c_i$ vanish because $v\in U$, so $v=0$. Hence

$$\dim W+\dim U=\dim(W+U)\le n,\qquad \dim U=n-N_T(E),$$

and therefore $\dim W\le N_T(E)$.

**The rank bound.** Let $A$ and $B$ be Hermitian operators that agree on $\ker V$, and take $W=L_A\cap\ker V$. On $W$ we have $\langle v,Bv\rangle=\langle v,Av\rangle\le E\|v\|^2$, so $\dim W\le N_B(E)$. Since $\dim\ker V=n-r$,

$$\dim W=N_A(E)+(n-r)-\dim(L_A+\ker V)\ge N_A(E)-r .$$

Thus $N_A(E)\le N_B(E)+r$. Using this for $(H_0,H)$ and for $(H,H_0)$ gives the absolute value.

**The sign.** If $V\ge0$, then $\langle v,H_0v\rangle\le\langle v,Hv\rangle\le E\|v\|^2$ on $L_H$. So $L_H$ is a trial space for $H_0$, and $N(E)\le N_0(E)$.

**Equality.** Take $H_0=0$, $E=0$ and $V\ge0$. All $n$ levels of $H_0$ are counted. A normalised mode of $V$ with level $\varepsilon\le0$ also has $\varepsilon=\langle\varphi,V\varphi\rangle\ge0$, so it lies in $\ker V$. Hence $N(0)\le n-r$, and the rank bound makes this an equality. For $V=0$ the rank is zero and nothing changes.

For non-interacting electrons in a finite cluster, $N(E_F)-N_0(E_F)$ is the net number of one-electron states that an impurity adds at or below a fixed Fermi energy $E_F$, negative if it removes some. The result here bounds this number without computing it. The Friedel sum rule concerns its counterpart for an infinite host with a continuous spectrum, and expresses it through scattering phase shifts. That limit is not treated here.

## Levels, modes and counts in Lean

The state space is `F`, a finite-dimensional complex inner product space, and operators are linear maps on it. The inner product is conjugate-linear in its first argument, as in Dirac notation.

```lean
import Mathlib

open Module
open scoped InnerProductSpace

namespace LevelCounting

noncomputable section

variable {F : Type*} [NormedAddCommGroup F] [InnerProductSpace ℂ F] [FiniteDimensional ℂ F]
variable {T A B H₀ V : F →ₗ[ℂ] F}
```

`T.IsSymmetric` says $\langle Tx,y\rangle=\langle x,Ty\rangle$, which is Hermiticity here. The levels are real numbers labelled by $n$ indices, so a degenerate eigenvalue appears as often as its multiplicity.

```lean
/-- The energy levels of a Hermitian operator, listed with multiplicity. -/
def level (hT : T.IsSymmetric) (i : Fin (finrank ℂ F)) : ℝ := hT.eigenvalues rfl i

/-- An orthonormal basis of eigenvectors belonging to the listed levels. -/
def mode (hT : T.IsSymmetric) : OrthonormalBasis (Fin (finrank ℂ F)) ℂ F :=
  hT.eigenvectorBasis rfl
```

The energy $E$ is written `e`. Levels exactly at `e` are included.

```lean
/-- The labels of the levels at or below the energy `e`. -/
def lowLevels (hT : T.IsSymmetric) (e : ℝ) : Finset (Fin (finrank ℂ F)) :=
  Finset.univ.filter fun i => level hT i ≤ e
```

The integrated density of states is often given per site or per volume; `count` is the bare number of levels.

```lean
/-- The integrated density of states `N(e)`: the number of levels at or below `e`,
counted with multiplicity. -/
def count (hT : T.IsSymmetric) (e : ℝ) : ℕ := (lowLevels hT e).card
```

With `lowLevels` as its set of labels, the next definition gives $L_T$; with the complementary set it gives $U$.

```lean
/-- The subspace spanned by the modes with labels in `s`. -/
def modeSpan (hT : T.IsSymmetric) (s : Finset (Fin (finrank ℂ F))) : Submodule ℂ F :=
  Submodule.span ℂ (Set.range fun i : s => mode hT i)
```

## The energy form on a span of modes

The eigenvalue equation comes from Mathlib's spectral theorem.

```lean
/-- Each mode solves the stationary Schrödinger equation with its level as energy. -/
theorem apply_mode (hT : T.IsSymmetric) (i : Fin (finrank ℂ F)) :
    T (mode hT i) = (level hT i : ℂ) • mode hT i :=
  hT.apply_eigenvectorBasis rfl i
```

The mode expansion follows. In its proof, `hc` is $\langle\varphi_i,Tv\rangle=\varepsilon_ic_i$, and `h1` and `h2` are the two insertions of the identity. The real part in the statement turns a complex inner product into a real number; for Hermitian `T` the imaginary part is zero.

```lean
/-- The energy form measured from `e` is the sum over modes of the level, measured from `e`,
times the squared modulus of the amplitude. -/
theorem energy_sub (hT : T.IsSymmetric) (e : ℝ) (v : F) :
    (⟪v, T v⟫_ℂ).re - e * ‖v‖ ^ 2 =
      ∑ i, (level hT i - e) * ‖⟪mode hT i, v⟫_ℂ‖ ^ 2 := by
  have hc : ∀ i, ⟪mode hT i, T v⟫_ℂ = (level hT i : ℂ) * ⟪mode hT i, v⟫_ℂ := by
    intro i
    rw [← hT (mode hT i) v, apply_mode, inner_smul_left, Complex.conj_ofReal]
  have ht : ∀ i, ⟪v, mode hT i⟫_ℂ * ⟪mode hT i, v⟫_ℂ =
      ((‖⟪mode hT i, v⟫_ℂ‖ ^ 2 : ℝ) : ℂ) := by
    intro i
    rw [← inner_conj_symm v (mode hT i), Complex.conj_mul', Complex.ofReal_pow]
  -- insert the resolution of the identity in both terms
  have h1 : ⟪v, T v⟫_ℂ = ((∑ i, level hT i * ‖⟪mode hT i, v⟫_ℂ‖ ^ 2 : ℝ) : ℂ) := by
    rw [← (mode hT).sum_inner_mul_inner v (T v), Complex.ofReal_sum]
    refine Finset.sum_congr rfl fun i _ => ?_
    rw [hc, Complex.ofReal_mul, ← ht]
    ring
  have h2 : ⟪v, v⟫_ℂ = ((∑ i, ‖⟪mode hT i, v⟫_ℂ‖ ^ 2 : ℝ) : ℂ) := by
    rw [← (mode hT).sum_inner_mul_inner v v, Complex.ofReal_sum]
    exact Finset.sum_congr rfl fun i _ => ht i
  have h3 : ‖v‖ ^ 2 = ∑ i, ‖⟪mode hT i, v⟫_ℂ‖ ^ 2 := by
    rw [← inner_self_eq_norm_sq (𝕜 := ℂ) v, h2]
    exact Complex.ofReal_re _
  rw [h1, h3, Complex.ofReal_re, Finset.mul_sum, ← Finset.sum_sub_distrib]
  exact Finset.sum_congr rfl fun i _ => by ring
```

The dimension of a span of modes follows from their linear independence.

```lean
/-- The span of a set of modes has as many dimensions as there are modes in the set. -/
theorem finrank_modeSpan (hT : T.IsSymmetric) (s : Finset (Fin (finrank ℂ F))) :
    finrank ℂ (modeSpan hT s) = s.card := by
  have h : LinearIndependent ℂ (fun i : s => mode hT i) :=
    (mode hT).orthonormal.linearIndependent.comp _ Subtype.val_injective
  rw [modeSpan, finrank_span_eq_card h, Fintype.card_coe]
```

Orthogonality removes the amplitudes outside the chosen set. The proof checks this on the modes themselves and carries it through sums and multiples.

```lean
/-- A state built from the modes in `s` has no amplitude on any other mode. -/
theorem inner_mode_eq_zero (hT : T.IsSymmetric) {s : Finset (Fin (finrank ℂ F))} {v : F}
    (hv : v ∈ modeSpan hT s) {j : Fin (finrank ℂ F)} (hj : j ∉ s) :
    ⟪mode hT j, v⟫_ℂ = 0 := by
  unfold modeSpan at hv
  induction hv using Submodule.span_induction with
  | mem x hx =>
    obtain ⟨i, rfl⟩ := hx
    exact (mode hT).orthonormal.2 (fun h => hj (by rw [h]; exact i.2))
  | zero => exact inner_zero_right _
  | add x y _ _ hx hy => rw [inner_add_right, hx, hy, add_zero]
  | smul a x _ hx => rw [inner_smul_right, hx, mul_zero]
```

The bound on $L_T$ is then a sum of nonpositive terms: `nlinarith` settles the low modes, and the remaining amplitudes are zero.

```lean
/-- On the span of the modes at or below `e`, the energy form is at most `e` times the
squared norm. -/
theorem energy_le (hT : T.IsSymmetric) (e : ℝ) {v : F}
    (hv : v ∈ modeSpan hT (lowLevels hT e)) : (⟪v, T v⟫_ℂ).re ≤ e * ‖v‖ ^ 2 := by
  have h : ∑ i, (level hT i - e) * ‖⟪mode hT i, v⟫_ℂ‖ ^ 2 ≤ 0 := by
    refine Finset.sum_nonpos fun i _ => ?_
    by_cases hi : i ∈ lowLevels hT e
    · have hl : level hT i ≤ e := (Finset.mem_filter.1 hi).2
      nlinarith [mul_nonneg (sub_nonneg.2 hl) (sq_nonneg ‖⟪mode hT i, v⟫_ℂ‖)]
    · rw [inner_mode_eq_zero hT hv hi]
      simp
  linarith [energy_sub hT e v]
```

## From trial spaces to level counts

In the variational principle, `hbot` is the statement $W\cap U=\{0\}$. Inside it, `hsum` shows that the sum vanishes and `hzero` that every amplitude does. The dimension formula and the count of complementary labels are then combined by `omega`, which handles linear arithmetic over the integers.

```lean
/-- Variational principle for level counting: a trial space on which the energy form is at most
`e` times the squared norm has dimension at most `N(e)`. -/
theorem finrank_le_count (hT : T.IsSymmetric) (e : ℝ) (W : Submodule ℂ F)
    (hW : ∀ v ∈ W, (⟪v, T v⟫_ℂ).re ≤ e * ‖v‖ ^ 2) : finrank ℂ W ≤ count hT e := by
  -- the trial space meets the span of the higher modes only in zero
  have hbot : W ⊓ modeSpan hT (lowLevels hT e)ᶜ = ⊥ := by
    rw [Submodule.eq_bot_iff]
    rintro v ⟨hv, hU⟩
    have hlow : ∀ i, level hT i ≤ e → ⟪mode hT i, v⟫_ℂ = 0 := fun i hi =>
      inner_mode_eq_zero hT hU (by simp [lowLevels, hi])
    have hterm : ∀ i, 0 ≤ (level hT i - e) * ‖⟪mode hT i, v⟫_ℂ‖ ^ 2 := by
      intro i
      by_cases hi : level hT i ≤ e
      · rw [hlow i hi]
        simp
      · exact mul_nonneg (by linarith [not_le.1 hi]) (sq_nonneg _)
    have hsum : ∑ i, (level hT i - e) * ‖⟪mode hT i, v⟫_ℂ‖ ^ 2 = 0 :=
      le_antisymm (by rw [← energy_sub]; linarith [hW v hv])
        (Finset.sum_nonneg fun i _ => hterm i)
    have hzero : ∀ i, ⟪mode hT i, v⟫_ℂ = 0 := by
      intro i
      by_cases hi : level hT i ≤ e
      · exact hlow i hi
      · have h0 := (Finset.sum_eq_zero_iff_of_nonneg (fun i _ => hterm i)).1 hsum i
          (Finset.mem_univ i)
        rcases mul_eq_zero.1 h0 with h | h
        · exact absurd (by linarith) hi
        · exact norm_eq_zero.1 ((pow_eq_zero_iff two_ne_zero).1 h)
    rw [← inner_self_eq_zero (𝕜 := ℂ), ← (mode hT).sum_inner_mul_inner v v]
    exact Finset.sum_eq_zero fun i _ => by rw [hzero, mul_zero]
  have h1 := Submodule.finrank_sup_add_finrank_inf_eq W (modeSpan hT (lowLevels hT e)ᶜ)
  have h2 := Submodule.finrank_le (W ⊔ modeSpan hT (lowLevels hT e)ᶜ)
  have h3 := Finset.card_add_card_compl (lowLevels hT e)
  rw [hbot, finrank_bot, finrank_modeSpan] at h1
  rw [Fintype.card_fin] at h3
  unfold count
  omega
```

## Rank, sign and equality

The one-sided bound needs only that `A` and `B` agree wherever `V` vanishes, so `V` need not be Hermitian in this lemma. The rank is the dimension of the range of `V`, and `h3` is rank-nullity.

```lean
/-- If two Hermitian operators agree on the kernel of `V`, the first has at most `rank V` more
levels at or below `e` than the second. -/
theorem count_le_add_rank (hA : A.IsSymmetric) (hB : B.IsSymmetric) (V : F →ₗ[ℂ] F)
    (hAB : ∀ v, V v = 0 → A v = B v) (e : ℝ) :
    count hA e ≤ count hB e + finrank ℂ (LinearMap.range V) := by
  -- trial space: low-energy states of `A` that `V` does not touch
  have h := finrank_le_count hB e (modeSpan hA (lowLevels hA e) ⊓ LinearMap.ker V) (by
    rintro v ⟨hv, hk⟩
    rw [← hAB v (LinearMap.mem_ker.1 hk)]
    exact energy_le hA e hv)
  have h1 := Submodule.finrank_sup_add_finrank_inf_eq
    (modeSpan hA (lowLevels hA e)) (LinearMap.ker V)
  have h2 := Submodule.finrank_le (modeSpan hA (lowLevels hA e) ⊔ LinearMap.ker V)
  have h3 := LinearMap.finrank_range_add_finrank_ker V
  rw [finrank_modeSpan] at h1
  change (lowLevels hA e).card ≤ _
  omega
```

In the main theorem, `h₀.add hV` is the proof that $H_0+V$ is Hermitian, which `count` takes as its argument. The difference is formed in the integers `ℤ`, since subtraction of natural numbers would stop at zero. The two applications of the lemma are the two orderings of the Hamiltonians.

```lean
/-- A Hermitian perturbation `V` of a Hermitian `H₀` changes the number of levels at or below
any energy `e` by at most the rank of `V`. -/
theorem abs_count_sub_le_rank (h₀ : H₀.IsSymmetric) (hV : V.IsSymmetric) (e : ℝ) :
    |(count (h₀.add hV) e : ℤ) - count h₀ e| ≤ finrank ℂ (LinearMap.range V) := by
  have h1 := count_le_add_rank h₀ (h₀.add hV) V (fun v hv => by simp [hv]) e
  have h2 := count_le_add_rank (h₀.add hV) h₀ V (fun v hv => by simp [hv]) e
  rw [abs_le]
  constructor <;> omega
```

Positive semidefiniteness enters as the hypothesis `hpos` together with the Hermiticity of `V`. The proof feeds the low-energy space of $H_0+V$ to the variational principle for $H_0$.

```lean
/-- A positive semidefinite perturbation never increases the number of levels at or below a
given energy. -/
theorem count_add_le (h₀ : H₀.IsSymmetric) (hV : V.IsSymmetric)
    (hpos : ∀ v, 0 ≤ (⟪v, V v⟫_ℂ).re) (e : ℝ) : count (h₀.add hV) e ≤ count h₀ e := by
  have h := finrank_le_count h₀ e (modeSpan (h₀.add hV) (lowLevels (h₀.add hV) e)) (by
    intro v hv
    have h1 := energy_le (h₀.add hV) e hv
    rw [LinearMap.add_apply, inner_add_right, Complex.add_re] at h1
    linarith [hpos v])
  rw [finrank_modeSpan] at h
  exact h
```

The equality case is stated as an addition, $N_0(0)=N(0)+r$. One inequality is the rank bound. For the other, `hker` places the modes at or below zero in the kernel of `V`, and `h5` uses the whole space as a trial space for the zero Hamiltonian.

```lean
/-- The rank bound is attained: adding a positive semidefinite `V` to the zero Hamiltonian
removes exactly `rank V` levels from those at or below zero energy. -/
theorem rank_bound_attained (hV : V.IsSymmetric) (hpos : ∀ v, 0 ≤ (⟪v, V v⟫_ℂ).re) :
    count (LinearMap.IsSymmetric.zero : (0 : F →ₗ[ℂ] F).IsSymmetric) 0 =
      count (LinearMap.IsSymmetric.zero.add hV) 0 + finrank ℂ (LinearMap.range V) := by
  have hH : (0 + V).IsSymmetric := LinearMap.IsSymmetric.zero.add hV
  apply le_antisymm
  · exact count_le_add_rank _ _ V (fun v hv => by simp [hv]) 0
  · -- modes at or below zero are annihilated by `V`
    have hker : modeSpan hH (lowLevels hH 0) ≤ LinearMap.ker V := by
      refine Submodule.span_le.2 ?_
      rintro _ ⟨i, rfl⟩
      have hi : level hH i ≤ 0 := (Finset.mem_filter.1 i.2).2
      have h1 := apply_mode hH i
      rw [LinearMap.add_apply, LinearMap.zero_apply, zero_add] at h1
      have h2 := hpos (mode hH i)
      rw [h1, inner_smul_right, inner_self_eq_norm_sq_to_K, (mode hH).orthonormal.1 i] at h2
      have h3 : 0 ≤ level hH i := by simpa using h2
      change mode hH i ∈ LinearMap.ker V
      rw [LinearMap.mem_ker, h1, le_antisymm hi h3, Complex.ofReal_zero, zero_smul]
    have h4 := Submodule.finrank_mono hker
    rw [finrank_modeSpan] at h4
    change count hH 0 ≤ _ at h4
    have h5 := finrank_le_count (LinearMap.IsSymmetric.zero : (0 : F →ₗ[ℂ] F).IsSymmetric) 0 ⊤
      (fun v _ => by simp)
    rw [finrank_top] at h5
    have h6 := LinearMap.finrank_range_add_finrank_ker V
    omega

end

end LevelCounting
```

```lean
#print axioms LevelCounting.abs_count_sub_le_rank
#print axioms LevelCounting.count_add_le
#print axioms LevelCounting.rank_bound_attained
```

```
'LevelCounting.abs_count_sub_le_rank' depends on axioms: [propext, Classical.choice, Quot.sound]
'LevelCounting.count_add_le' depends on axioms: [propext, Classical.choice, Quot.sound]
'LevelCounting.rank_bound_attained' depends on axioms: [propext, Classical.choice, Quot.sound]
```
